# For cubics, the running Simpson integral is exact at even grid points and off by a constant at odd ones

**Q:** Which integrand, which grid and which rule are you talking about?

**A:** The integrand is a real polynomial p of degree at most 3, and c is its coefficient of t³, which may be zero. The grid points are a + kh, with k = 0, 1, 2, … and a real step h. Two neighbouring grid intervals form a panel [x, x + 2h]. In Lean, p has type `ℝ[X]`, the degree condition is `p.natDegree ≤ 3`, and c is `p.coeff 3`.

```lean
import Mathlib

open Polynomial

namespace CumulativeSimpson

noncomputable section
```

The rule for the left half of a panel, the integral over [x, x + h], uses all three samples of the panel:

L = (h/12)(5p(x) + 8p(x+h) − p(x+2h))

It is defined for any real function, polynomial or not.

```lean
/-- The half-panel rule for the integral over `[x, x + h]`, using samples at
`x`, `x + h` and `x + 2h`. -/
def leftHalf (f : ℝ → ℝ) (x h : ℝ) : ℝ :=
  h / 12 * (5 * f x + 8 * f (x + h) - f (x + 2 * h))
```

The rule for the right half, [x + h, x + 2h], is its mirror image:

R = (h/12)(−p(x) + 8p(x+h) + 5p(x+2h))

```lean
/-- The mirrored half-panel rule for the integral over `[x + h, x + 2h]`, using the
same three samples. -/
def rightHalf (f : ℝ → ℝ) (x h : ℝ) : ℝ :=
  h / 12 * (-f x + 8 * f (x + h) + 5 * f (x + 2 * h))
```

**Q:** I want a running integral, with a value at every grid point. Where is that?

**A:** It is a recursion. It starts from 0 at a. The step from k to k + 1 adds a left half if k is even, and a right half if k is odd. In the odd case the panel began one point earlier, hence the `(k : ℝ) - 1`.

```lean
/-- The running integral from `a` to the grid point `a + k h`: left and right half-panel
rules are added alternately. -/
def runningSimpson (f : ℝ → ℝ) (a h : ℝ) : ℕ → ℝ
  | 0 => 0
  | k + 1 => runningSimpson f a h k +
      if Even k then leftHalf f (a + (k : ℝ) * h) h
      else rightHalf f (a + ((k : ℝ) - 1) * h) h
```

**Q:** Then the value at an odd point uses a sample beyond the point where the integral stops.

**A:** Yes. At k = 1 the rule already needs p(a + 2h). The definition takes a function on the whole real line, so that sample always exists. A finite table whose last index N is odd has no such sample. One can model that case by closing the table with a right half on the last three points, for odd N ≥ 3. The integral up to N − 1 is exact for a cubic, so the final error would be that of a right half alone, which has the opposite sign to the error at the other odd points.

**Q:** Show me the errors by hand first.

**A:** Put t = x + s and write

p(x + s) = d₀ + d₁s + d₂s² + cs³

The shift changes the lower coefficients but not c. The exact integral over the left half is

d₀h + d₁h²/2 + d₂h³/3 + ch⁴/4

In the rule, the bracket 5p(x) + 8p(x+h) − p(x+2h) collects to

(5 + 8 − 1)d₀ + (8 − 2)d₁h + (8 − 4)d₂h² + (8 − 8)ch³ = 12d₀ + 6d₁h + 4d₂h²

Multiplying by h/12 gives

L = d₀h + d₁h²/2 + d₂h³/3

The cubic term has dropped out of the rule, so the integral minus L is ch⁴/4. If c = 0 the rule is exact.

For the right half, the integral from s = h to s = 2h is

d₀h + 3d₁h²/2 + 7d₂h³/3 + 15ch⁴/4

and the rule gives

R = (h/12)(12d₀ + 18d₁h + 28d₂h² + 48ch³) = d₀h + 3d₁h²/2 + 7d₂h³/3 + 4ch⁴

The integral minus R is therefore −ch⁴/4.

**Q:** Does the formal version use a genuine integral, or an antiderivative declared to be one?

**A:** A genuine one: `∫ t in a..b` is Mathlib's oriented interval integral. The antiderivative enters only in the proof. First, p is written out in powers of t.

```lean
/-- A polynomial of degree at most three, written out in its four coefficients. -/
theorem eval_cubic (p : ℝ[X]) (hp : p.natDegree ≤ 3) (t : ℝ) :
    p.eval t = p.coeff 0 + p.coeff 1 * t + p.coeff 2 * t ^ 2 + p.coeff 3 * t ^ 3 := by
  rw [Polynomial.eval_eq_sum_range' (Nat.lt_succ_of_le hp) t]
  simp [Finset.sum_range_succ]
```

Next, the candidate antiderivative is differentiated term by term, and its derivative is shown to be p. The fundamental theorem of calculus then gives the integral as a difference of endpoint values; the integrability it requires follows from the continuity of p.

```lean
/-- The integral of a polynomial of degree at most three, in terms of its coefficients. -/
theorem integral_cubic (p : ℝ[X]) (hp : p.natDegree ≤ 3) (a b : ℝ) :
    ∫ t in a..b, p.eval t =
      (p.coeff 0 * b + p.coeff 1 / 2 * b ^ 2 + p.coeff 2 / 3 * b ^ 3 + p.coeff 3 / 4 * b ^ 4) -
      (p.coeff 0 * a + p.coeff 1 / 2 * a ^ 2 + p.coeff 2 / 3 * a ^ 3 + p.coeff 3 / 4 * a ^ 4) := by
  -- the explicit antiderivative
  have hF : ∀ t : ℝ, HasDerivAt (fun t : ℝ => p.coeff 0 * t + p.coeff 1 / 2 * t ^ 2 +
      p.coeff 2 / 3 * t ^ 3 + p.coeff 3 / 4 * t ^ 4) (p.eval t) t := by
    intro t
    have h1 := (hasDerivAt_id' t).const_mul (p.coeff 0)
    have h2 := (hasDerivAt_pow 2 t).const_mul (p.coeff 1 / 2)
    have h3 := (hasDerivAt_pow 3 t).const_mul (p.coeff 2 / 3)
    have h4 := (hasDerivAt_pow 4 t).const_mul (p.coeff 3 / 4)
    refine (((h1.fun_add h2).fun_add h3).fun_add h4).congr_deriv ?_
    rw [eval_cubic p hp t]
    push_cast
    ring
  exact intervalIntegral.integral_eq_sub_of_hasDerivAt (fun t _ => hF t)
    (p.continuous.intervalIntegrable a b)
```

**Q:** And the error of the left half?

**A:** Substitute the integral formula and the sample values, then compare the two sides as polynomials in x, h and the coefficients. The tactic `ring` does this comparison. It works with powers of t where I used powers of s, but the cancellation is the same.

```lean
/-- On polynomials of degree at most three with cubic coefficient `c`, the integral over
`[x, x + h]` exceeds the half-panel rule by exactly `c h⁴ / 4`. -/
theorem leftHalf_error (p : ℝ[X]) (hp : p.natDegree ≤ 3) (x h : ℝ) :
    (∫ t in x..(x + h), p.eval t) - leftHalf (fun t => p.eval t) x h =
      p.coeff 3 * h ^ 4 / 4 := by
  rw [integral_cubic p hp]
  simp only [leftHalf, eval_cubic p hp]
  ring
```

**Q:** You never assumed h > 0.

**A:** The identity doesn't need it. For negative h the integral runs backwards, with the usual sign, and for h = 0 both sides vanish. The right half is treated in the same way.

```lean
/-- On polynomials of degree at most three with cubic coefficient `c`, the integral over `[x + h, x
+ 2h]` minus the mirrored half-panel rule is exactly `-c h⁴ / 4`. -/
theorem rightHalf_error (p : ℝ[X]) (hp : p.natDegree ≤ 3) (x h : ℝ) :
    (∫ t in (x + h)..(x + 2 * h), p.eval t) - rightHalf (fun t => p.eval t) x h =
      -(p.coeff 3 * h ^ 4 / 4) := by
  rw [integral_cubic p hp]
  simp only [rightHalf, eval_cubic p hp]
  ring
```

**Q:** So where has Simpson's rule gone?

**A:** It is the sum of the two halves. The weights add as 5 − 1 = 4, 8 + 8 = 16 and −1 + 5 = 4, so

L + R = (h/3)(p(x) + 4p(x+h) + p(x+2h))

This holds for every real function, since it concerns only the samples.

```lean
/-- The two half-panel rules add up to Simpson's rule on the full panel `[x, x + 2h]`. -/
theorem leftHalf_add_rightHalf (f : ℝ → ℝ) (x h : ℝ) :
    leftHalf f x h + rightHalf f x h =
      h / 3 * (f x + 4 * f (x + h) + f (x + 2 * h)) := by
  simp only [leftHalf, rightHalf]
  ring
```

For cubics the two errors cancel in the sum. That is the extra degree of exactness that Simpson's rule has on a full panel and that each half lacks.

**Q:** My worry is a long grid. Do thousands of half-panel errors pile up?

**A:** Not for a cubic. Let E(k) be the exact integral from a to a + kh minus the running value. Then E(0) = 0. If k is even and E(k) = 0, the next step is a left half, so

E(k+1) = 0 + ch⁴/4

If k is odd and E(k) = ch⁴/4, the next step is a right half, so

E(k+1) = ch⁴/4 − ch⁴/4 = 0

The smallest cases show the whole pattern: k = 0 is the empty integral, k = 1 is a single left half with its error, and k = 2 is one Simpson panel, which is exact.

The Lean proof is this induction. It splits the integral at a + kh, distinguishes even from odd k, and inserts the matching half-panel error. In the odd case, `e1` and `e2` rewrite the endpoints of the right half as a + kh and a + kh + h. `linarith` then adds the errors.

```lean
/-- For a polynomial of degree at most three with cubic coefficient `c`, the running
integral is exact at every even grid point and off by exactly `c h⁴ / 4` at every odd one. -/
theorem runningSimpson_error (p : ℝ[X]) (hp : p.natDegree ≤ 3) (a h : ℝ) (k : ℕ) :
    (∫ t in a..(a + (k : ℝ) * h), p.eval t) - runningSimpson (fun t => p.eval t) a h k =
      if Even k then 0 else p.coeff 3 * h ^ 4 / 4 := by
  have hI : ∀ u v : ℝ, IntervalIntegrable (fun t => p.eval t) MeasureTheory.volume u v :=
    fun u v => p.continuous.intervalIntegrable u v
  induction k with
  | zero => simp [runningSimpson]
  | succ k ih =>
    -- split off the last grid interval
    have e : a + ((k + 1 : ℕ) : ℝ) * h = a + (k : ℝ) * h + h := by
      push_cast
      ring
    rw [e, ← intervalIntegral.integral_add_adjacent_intervals
      (hI a (a + (k : ℝ) * h)) (hI (a + (k : ℝ) * h) (a + (k : ℝ) * h + h)), runningSimpson]
    by_cases hk : Even k
    · -- a new panel is opened: its left half brings in the error
      have hk' : ¬ Even (k + 1) := by simp [Nat.even_add_one, hk]
      have L := leftHalf_error p hp (a + (k : ℝ) * h) h
      rw [if_pos hk] at ih
      rw [if_pos hk, if_neg hk']
      linarith
    · -- the panel is completed: the two errors cancel
      have hk' : Even (k + 1) := by simp [Nat.even_add_one, hk]
      have R := rightHalf_error p hp (a + ((k : ℝ) - 1) * h) h
      have e1 : a + ((k : ℝ) - 1) * h + h = a + (k : ℝ) * h := by ring
      have e2 : a + ((k : ℝ) - 1) * h + 2 * h = a + (k : ℝ) * h + h := by ring
      rw [e1, e2] at R
      rw [if_neg hk] at ih
      rw [if_neg hk, if_pos hk']
      linarith
```

**Q:** My data are not cubics.

**A:** Then the theorem doesn't give you an error bound. It also assumes equal spacing, exact samples and real arithmetic, so noise and rounding are absent. What it does give is a signature to look for. In simulation practice one accumulates, for instance, the work done by a force sampled along a coordinate; if that force is a cubic and the running rule above is applied on a uniform grid, the computed work is exact at even points and displaced by the same amount at every odd point. For a smooth integrand, a Taylor expansion suggests a similar zigzag, with c replaced locally by f'''/6, on top of errors at the even points that are in general no longer zero. That estimate is not among the theorems here.

**Q:** Could better weights on the same three samples remove the zigzag?

**A:** No. Without the zigzag, the rule for [x, x + h] would be exact on every polynomial of degree at most 3, hence on every quadratic, and that already fixes its weights. Suppose weights w₀, w₁, w₂ at x, x + h, x + 2h integrate every quadratic exactly over [x, x + h], with h ≠ 0. Test them on quadratics that vanish at two of the three nodes:

(t − x − h)(t − x − 2h) gives 2h²w₀ = 5h³/6
(t − x)(t − x − 2h) gives −h²w₁ = −2h³/3
(t − x)(t − x − h) gives 2h²w₂ = −h³/6

Dividing by the powers of h yields w₀ = 5h/12, w₁ = 8h/12 and w₂ = −h/12. These are the weights of L, so the error on cubics comes with them. Exactness at one fixed x is enough to force this.

**Q:** Does Lean compute those three integrals?

**A:** It avoids them. `hex` records that L is exact on quadratics, by setting c = 0 in the left-half error. `key` then equates the unknown rule with L on any product (t − u)(t − v). The three choices of u and v isolate one weight each, and `mul_right_cancel₀` cancels h². The converse direction inserts the weights and uses `hex` again.

```lean
/-- For a nonzero step, a rule for `[x, x + h]` with samples at `x`, `x + h`, `x + 2h` is
exact on all quadratics if and only if its weights are `5h/12`, `8h/12` and `-h/12`. -/
theorem exact_on_quadratics_iff (x h : ℝ) (hh : h ≠ 0) (w₀ w₁ w₂ : ℝ) :
    (∀ p : ℝ[X], p.natDegree ≤ 2 → ∫ t in x..(x + h), p.eval t =
      w₀ * p.eval x + w₁ * p.eval (x + h) + w₂ * p.eval (x + 2 * h)) ↔
    w₀ = 5 * h / 12 ∧ w₁ = 8 * h / 12 ∧ w₂ = -h / 12 := by
  -- the half-panel rule is exact on quadratics
  have hex : ∀ p : ℝ[X], p.natDegree ≤ 2 → ∫ t in x..(x + h), p.eval t =
      h / 12 * (5 * p.eval x + 8 * p.eval (x + h) - p.eval (x + 2 * h)) := by
    intro p hp
    have hE := leftHalf_error p (by omega) x h
    have hc : p.coeff 3 = 0 := Polynomial.coeff_eq_zero_of_natDegree_lt (by omega)
    rw [hc] at hE
    simp only [leftHalf] at hE
    linear_combination hE
  constructor
  · intro H
    -- test on products of two linear factors
    have key : ∀ u v : ℝ,
        w₀ * ((x - u) * (x - v)) + w₁ * ((x + h - u) * (x + h - v)) +
          w₂ * ((x + 2 * h - u) * (x + 2 * h - v)) =
        h / 12 * (5 * ((x - u) * (x - v)) + 8 * ((x + h - u) * (x + h - v)) -
          (x + 2 * h - u) * (x + 2 * h - v)) := by
      intro u v
      have hd : ((X - C u) * (X - C v) : ℝ[X]).natDegree ≤ 2 := by compute_degree
      have hq := (H _ hd).symm.trans (hex _ hd)
      simpa only [eval_mul, eval_sub, eval_X, eval_C] using hq
    have h0 := key (x + h) (x + 2 * h)
    have h1 := key x (x + 2 * h)
    have h2 := key x (x + h)
    have hs : h ^ 2 ≠ 0 := pow_ne_zero 2 hh
    refine ⟨mul_right_cancel₀ hs ?_, mul_right_cancel₀ hs ?_, mul_right_cancel₀ hs ?_⟩
    · linear_combination h0 / 2
    · linear_combination -h1
    · linear_combination h2 / 2
  · rintro ⟨h0, h1, h2⟩ p hp
    rw [hex p hp, h0, h1, h2]
    ring

end

end CumulativeSimpson
```

**Q:** What happens at h = 0?

**A:** The three nodes merge and the integral is zero, so exactness demands only w₀ + w₁ + w₂ = 0. Many weights satisfy that, which is why this theorem, unlike the error formulas, assumes h ≠ 0.

```lean
#print axioms CumulativeSimpson.leftHalf_add_rightHalf
#print axioms CumulativeSimpson.runningSimpson_error
#print axioms CumulativeSimpson.exact_on_quadratics_iff
```

```
'CumulativeSimpson.leftHalf_add_rightHalf' depends on axioms: [propext, Classical.choice, Quot.sound]
'CumulativeSimpson.runningSimpson_error' depends on axioms: [propext, Classical.choice, Quot.sound]
'CumulativeSimpson.exact_on_quadratics_iff' depends on axioms: [propext, Classical.choice, Quot.sound]
```
